# Strictly inside the band, every stationary state of a uniform nearest-neighbour chain has bounded amplitudes

The theorem `bounded_of_interior` concerns one particle on an infinite chain with the same real on-site energy `ε` at every site and the same real hopping `t` between nearest neighbours. If the real energy `E` satisfies `|E - ε| < 2 * |t|`, then for any complex amplitudes `ψ` solving the stationary Schrödinger equation there is a single constant that bounds `‖ψ j‖` at every site `j`. The amplitudes are not assumed to be normalised or square-summable, and the constant may depend on `ψ`. The proof uses a quadratic form in the amplitudes at the two ends of a bond, which has the same value on every bond of the chain. Inside the band, that value limits the sum of the squared moduli at the two ends, and so limits each amplitude.

An attempt in Lean 4 with a fault in it:

```lean
import Mathlib

namespace TightBindingChain

noncomputable section

/-- The Hamiltonian of the infinite chain with on-site energy `ε` and nearest-neighbour
hopping `t`, acting on site amplitudes. -/
def chainHamiltonian (ε t : ℝ) (ψ : ℤ → ℂ) (j : ℤ) : ℂ :=
  (ε : ℂ) * ψ j + (t : ℂ) * (ψ (j + 1) + ψ (j - 1))

/-- The amplitudes `ψ` solve the stationary Schrödinger equation of the chain at energy `E`. -/
def IsStationary (ε t E : ℝ) (ψ : ℤ → ℂ) : Prop :=
  ∀ j, chainHamiltonian ε t ψ j = (E : ℂ) * ψ j

/-- The moduli of the amplitudes have a common upper bound along the chain. -/
def BoundedAmplitude (ψ : ℤ → ℂ) : Prop :=
  ∃ C : ℝ, ∀ j, ‖ψ j‖ ≤ C

/-- A quadratic form in the amplitudes at the two ends of the bond from `j` to `j + 1`. -/
def bondForm (ε t E : ℝ) (ψ : ℤ → ℂ) (j : ℤ) : ℝ :=
  t * ((ψ (j + 1)).re ^ 2 + (ψ (j + 1)).im ^ 2 + (ψ j).re ^ 2 + (ψ j).im ^ 2)
    - (E - ε) * ((ψ j).re * (ψ (j + 1)).re + (ψ j).im * (ψ (j + 1)).im)

/-- For a stationary state the bond form has the same value on every bond. -/
theorem bondForm_const (ε t E : ℝ) (ψ : ℤ → ℂ) (hψ : IsStationary ε t E ψ) (j : ℤ) :
    bondForm ε t E ψ j = bondForm ε t E ψ 0 := by
  have hstep : ∀ i, bondForm ε t E ψ (i + 1) = bondForm ε t E ψ i := by
    intro i
    have hre := congrArg Complex.re (hψ (i + 1))
    have him := congrArg Complex.im (hψ (i + 1))
    simp only [chainHamiltonian, add_sub_cancel_right, Complex.add_re,
      Complex.re_ofReal_mul] at hre
    simp only [chainHamiltonian, add_sub_cancel_right, Complex.add_im,
      Complex.im_ofReal_mul] at him
    unfold bondForm
    linear_combination ((ψ (i + 1 + 1)).re - (ψ i).re) * hre
      + ((ψ (i + 1 + 1)).im - (ψ i).im) * him
  induction j using Int.induction_on with
  | zero => rfl
  | succ i ih => exact (hstep _).trans ih
  | pred i ih =>
    have h := hstep (-(i : ℤ) - 1)
    rw [sub_add_cancel] at h
    exact h.symm.trans ih

/-- Strictly inside the band every stationary state is bounded. -/
theorem bounded_of_interior (ε t E : ℝ) (hE : |E - ε| < 2 * |t|) (ψ : ℤ → ℂ)
    (hψ : IsStationary ε t E ψ) : BoundedAmplitude ψ := by
  have hd : 0 < |t| - |E - ε| / 2 := by linarith
  refine ⟨|bondForm ε t E ψ 0| / (|t| - |E - ε| / 2) + 1, fun j => ?_⟩
  have hQ := bondForm_const ε t E ψ hψ j
  unfold bondForm at hQ
  rw [← bondForm] at hQ
  have hn : ‖ψ j‖ ^ 2 = (ψ j).re ^ 2 + (ψ j).im ^ 2 := by
    rw [Complex.sq_norm, Complex.normSq_apply]
    ring
  generalize bondForm ε t E ψ 0 = Q at hQ ⊢
  obtain ⟨N, hN⟩ : ∃ N : ℝ, N = (ψ (j + 1)).re ^ 2 + (ψ (j + 1)).im ^ 2
      + (ψ j).re ^ 2 + (ψ j).im ^ 2 := ⟨_, rfl⟩
  obtain ⟨S, hS⟩ : ∃ S : ℝ, S = (ψ j).re * (ψ (j + 1)).re
      + (ψ j).im * (ψ (j + 1)).im := ⟨_, rfl⟩
  rw [← hN, ← hS] at hQ
  have hN0 : 0 ≤ N := by rw [hN]; positivity
  have hSN : |S| ≤ N / 2 := by
    rw [abs_le, hS, hN]
    constructor
    · nlinarith [sq_nonneg ((ψ j).re + (ψ (j + 1)).re),
        sq_nonneg ((ψ j).im + (ψ (j + 1)).im)]
    · nlinarith [sq_nonneg ((ψ j).re - (ψ (j + 1)).re),
        sq_nonneg ((ψ j).im - (ψ (j + 1)).im)]
  -- the conserved form controls the amplitudes on the bond
  have h1 : |t| * N ≤ |Q| + |E - ε| * |S| := by
    have h2 : t * N = Q + (E - ε) * S := by linarith
    have h3 := abs_add_le Q ((E - ε) * S)
    rw [← h2, abs_mul, abs_mul, abs_of_nonneg hN0] at h3
    exact h3
  have h4 := mul_le_mul_of_nonneg_left hSN (abs_nonneg (E - ε))
  have h5 : N ≤ |Q| / (|t| - |E - ε| / 2) := by
    rw [le_div_iff₀ hd]
    linarith
  have h6 : ‖ψ j‖ ^ 2 ≤ N := by
    rw [hn, hN]
    linarith [sq_nonneg (ψ (j + 1)).re, sq_nonneg (ψ (j + 1)).im]
  nlinarith [sq_nonneg (‖ψ j‖ - 1), sq_nonneg ‖ψ j‖]

end

end TightBindingChain
```

Lean reports:

```
Main.lean:63:6: error: Tactic `rewrite` failed: Did not find an occurrence of the pattern
  (ψ (j + 1)).re ^ 2 + (ψ (j + 1)).im ^ 2 + (ψ j).re ^ 2 + (ψ j).im ^ 2
in the target expression
  bondForm ε t E ψ j =
    t * ((ψ (0 + 1)).re ^ 2 + (ψ (0 + 1)).im ^ 2 + (ψ 0).re ^ 2 + (ψ 0).im ^ 2) -
      (E - ε) * ((ψ 0).re * (ψ (0 + 1)).re + (ψ 0).im * (ψ (0 + 1)).im)

ε t E : ℝ
hE : |E - ε| < 2 * |t|
ψ : ℤ → ℂ
hψ : IsStationary ε t E ψ
hd : 0 < |t| - |E - ε| / 2
j : ℤ
hQ :
  bondForm ε t E ψ j =
    t * ((ψ (0 + 1)).re ^ 2 + (ψ (0 + 1)).im ^ 2 + (ψ 0).re ^ 2 + (ψ 0).im ^ 2) -
      (E - ε) * ((ψ 0).re * (ψ (0 + 1)).re + (ψ 0).im * (ψ (0 + 1)).im)
hn : ‖ψ j‖ ^ 2 = (ψ j).re ^ 2 + (ψ j).im ^ 2
Q N : ℝ
hN : N = (ψ (j + 1)).re ^ 2 + (ψ (j + 1)).im ^ 2 + (ψ j).re ^ 2 + (ψ j).im ^ 2
S : ℝ
hS : S = (ψ j).re * (ψ (j + 1)).re + (ψ j).im * (ψ (j + 1)).im
⊢ ‖ψ j‖ ≤ |Q| / (|t| - |E - ε| / 2) + 1
```

Fix (accepted with no message):

```diff
@@ -51,10 +51,10 @@
   refine ⟨|bondForm ε t E ψ 0| / (|t| - |E - ε| / 2) + 1, fun j => ?_⟩
   have hQ := bondForm_const ε t E ψ hψ j
-  unfold bondForm at hQ
-  rw [← bondForm] at hQ
+
   have hn : ‖ψ j‖ ^ 2 = (ψ j).re ^ 2 + (ψ j).im ^ 2 := by
     rw [Complex.sq_norm, Complex.normSq_apply]
     ring
   generalize bondForm ε t E ψ 0 = Q at hQ ⊢
+  unfold bondForm at hQ
   obtain ⟨N, hN⟩ : ∃ N : ℝ, N = (ψ (j + 1)).re ^ 2 + (ψ (j + 1)).im ^ 2
       + (ψ j).re ^ 2 + (ψ j).im ^ 2 := ⟨_, rfl⟩
```

What went wrong. The error says that `rw [← hN, ← hS] at hQ` cannot find the sum of squares for the bond at `j` in `hQ`. The equation `hQ` first equates `bondForm` at `j` with `bondForm` at `0`, and `unfold bondForm at hQ` expands both sides. The next line, `rw [← bondForm] at hQ`, was free to choose which bond to fold back, and it folded the one at `j`. This left the wrong side expanded, as the printed `hQ` shows. It also left `generalize` no folded form at `0` to replace in `hQ`, so `Q` appears in the goal but not in `hQ`.

The repair removes the early unfolding and the folding, so `generalize` meets `bondForm ε t E ψ 0` intact and replaces it by `Q` in both `hQ` and the goal. Only then does `unfold bondForm at hQ` run, when the form at `j` is the only one left to expand. The sums that `hN` and `hS` name are now present, and `hQ` relates them to `Q`, as the later estimates need. The added blank line has no effect.
